# Delocalisation error persists at zero on-top density in a site model of pair-density functional theory

## Sites, occupations and translated spin densities

Take a finite set of identical sites, so far apart that they do not interact. Site \(i\) carries a density \(\rho_i\), which here means a single number: how many electrons sit on that site. It also carries an on-top pair density \(P_i\), which measures how likely two electrons are to be found at the same place.

Multiconfiguration pair-density functional theory takes the density and the on-top pair density from a wave function and feeds them to a density functional. A translated functional first converts the pair \((\rho, P)\) into two effective spin densities,
\[
\rho_{\pm} = \frac{\rho \pm \sqrt{\rho^2 - 4P}}{2},
\]
and then inserts these into an ordinary spin-density functional. The normalisation is the one in which \(P = \rho_+\rho_-\), so a site described by a single closed-shell determinant has \(P = \rho^2/4\). If \(4P > \rho^2\), the square root is read as zero and both spin densities equal \(\rho/2\).

The model energy is
\[
E = J \sum_i \left( \rho_i^2 - \rho_{i,+}^{4/3} - \rho_{i,-}^{4/3} \right).
\]
The first term is the Hartree repulsion of the density on a site with itself. If the shape of the density on a site is fixed and only its occupation changes, this repulsion scales as the square of the occupation. Local exchange, under the same scaling, goes as the 4/3 power of each spin density.

The constant \(J > 0\) is the Hartree energy of one whole electron on one site. Using the same constant for exchange is a postulate: it makes exchange cancel the Hartree term exactly for a whole electron on one site. A real local exchange functional achieves this only approximately. With the postulate in place, any error that remains comes from spreading the electron out.

## The exact energy of a single electron

One electron does not repel itself, so the exact sum of its Hartree and exchange-correlation energies is zero, however it is distributed. Since the sites are identical and distant, the remaining energy does not depend on the distribution either. The exact curve is therefore flat, and the whole of \(E\) is error.

A one-electron state contains no pairs, so its on-top pair density is zero everywhere. The wave function thus supplies the correct value \(P_i = 0\), and the question is whether this is enough to give the correct energy.

## Negative energy for every fractional distribution

Let \(J > 0\), \(\rho_i \ge 0\), \(\sum_i \rho_i = 1\) and \(P_i = 0\) on every site. Then
\[
E < 0 \quad\Longleftrightarrow\quad \rho_i \ne 1 \text{ for every } i .
\]
If some site holds the whole electron, \(E = 0\).

For two sites with occupations \(\rho_0 = f\) and \(\rho_1 = 1-f\), where \(0 \le f \le 1\), the energy is
\[
E(f) = J\left(f^2 + (1-f)^2 - f^{4/3} - (1-f)^{4/3}\right),
\]
with \(E(0) = E(1) = 0\) and \(E(f) < 0\) for \(0 < f < 1\).

For electronic structure, this is the situation of a one-electron molecular ion pulled apart: within this model of non-interacting sites with local exchange, a correct density and a correct on-top pair density still give too low an energy when the electron is shared.

## From full polarisation to a negative sum

The translation does what its name suggests. Adding the two spin densities cancels the square roots and gives \(\rho\). Multiplying them gives, for \(4P \le \rho^2\),
\[
\rho_+\rho_- = \frac{\rho^2 - (\rho^2 - 4P)}{4} = P .
\]

Now set \(P = 0\). Since \(\rho \ge 0\), we have \(\sqrt{\rho^2} = \rho\), hence \(\rho_+ = \rho\) and \(\rho_- = 0\). The site is fully polarised, as it should be for a single electron, and the energy becomes
\[
E = J \sum_i \left(\rho_i^2 - \rho_i^{4/3}\right).
\]

For \(0 < x < 1\), write \(x^2 = x^{4/3}\,x^{2/3}\). The last factor is below 1, so \(x^2 < x^{4/3}\). On a fractionally occupied site, exchange therefore outweighs the Hartree term. At \(x = 0\) and at \(x = 1\) the two are equal.

Suppose first that site \(k\) has \(\rho_k = 1\). The other occupations are non-negative and add up to zero, so each of them is zero. Every term of the sum vanishes and \(E = 0\).

Suppose instead that no occupation equals 1. None can exceed the total, which is 1, so all of them are below 1. They cannot all be zero, because they add up to 1. Every term is therefore zero or negative, and at least one is strictly negative. Multiplication by \(J > 0\) gives \(E < 0\).

The two-site formula is the same sum written out. For \(0 < f < 1\), both \(f\) and \(1-f\) lie strictly between 0 and 1, so both sites contribute a negative amount.

## An even split, from one site to many

Spread the electron evenly over \(n+1\) sites and put \(x = 1/(n+1)\). Since \((n+1)x = 1\),
\[
E = J(n+1)\left(x^2 - x^{4/3}\right) = J(n+1)x\left(x - x^{1/3}\right) = J\left(x - x^{1/3}\right).
\]
The smallest case, \(n = 0\), is one site with a whole electron, and the formula gives zero. For two sites it gives about \(-0.29\,J\). As \(n\) grows without bound, both \(x\) and \(x^{1/3}\) tend to zero, so the total error fades away again, though slowly.

## Two parallel electrons on one site

The condition that the occupations add up to one matters for the equivalence. Take a single site with \(\rho = 2\) and \(P = 0\), which represents two electrons of the same spin. No site has occupation 1, yet
\[
E = J\left(4 - 2^{4/3}\right) \approx 1.48\,J > 0 .
\]
At zero on-top density the Hartree term wins above unit occupation, and the sign argument reverses. Two electrons do repel each other, so a positive energy is not in itself an error here.

## Reading the Lean statements

The sites form a finite type `ι`, and the occupations and on-top densities are functions `ρ P : ι → ℝ`. The spin densities \(\rho_+\) and \(\rho_-\) are `majorDensity` and `minorDensity`, and the energy is `pdftEnergy J ρ P`. The expression `fun _ => 0` in place of `P` says that the on-top density is zero on every site.

The central theorem is `delocalisation_error_iff`. Its hypotheses `hJ`, `hρ` and `hsum` state that \(J\) is positive, that no occupation is negative, and that there is one electron in total. Its conclusion is the equivalence above, with `∀ i, ρ i ≠ 1` for "no site holds the whole electron". The companion `localised_energy` gives the value zero when a site does hold it, and needs no condition on the sign of \(J\).

The two-site energy `twoSiteEnergy J f` is the general energy evaluated at the occupations `![f, 1 - f]`. Its explicit form is `twoSiteEnergy_eq`, and the endpoint values and the strict inequality are collected in `two_site_delocalisation_error`. The even split is `even_split_energy`, where `Fin (n + 1)` supplies the \(n+1\) sites.

The densities are numbers given as input, not derived from a wave function. In particular, \(P = 0\) is imposed, on the physical ground that one electron forms no pairs. The model has no tunnelling between sites, no correlation term and no dependence on density gradients. It evaluates the energy of a given distribution and does not determine which distribution a calculation would select.

## The complete Lean file

```lean
import Mathlib

open Finset

namespace PairDensityDelocalisation

noncomputable section

/-- The larger translated spin density of a site with density `ρ` and on-top pair density `P`.
For `4 * P > ρ ^ 2` the square root is read as zero. -/
def majorDensity (ρ P : ℝ) : ℝ := (ρ + √(ρ ^ 2 - 4 * P)) / 2

/-- The smaller translated spin density of a site with density `ρ` and on-top pair density `P`.
For `4 * P > ρ ^ 2` the square root is read as zero. -/
def minorDensity (ρ P : ℝ) : ℝ := (ρ - √(ρ ^ 2 - 4 * P)) / 2

/-- The model pair-density energy of distant identical sites: a Hartree term `ρ ^ 2` on each site
minus local exchange, the 4/3 powers of the two translated spin densities, in units of `J`. -/
def pdftEnergy {ι : Type*} [Fintype ι] (J : ℝ) (ρ P : ι → ℝ) : ℝ :=
  J * ∑ i, (ρ i ^ 2 - majorDensity (ρ i) (P i) ^ (4 / 3 : ℝ)
    - minorDensity (ρ i) (P i) ^ (4 / 3 : ℝ))

/-- The energy of one electron split as `f` and `1 - f` over two sites, at zero on-top density. -/
def twoSiteEnergy (J f : ℝ) : ℝ := pdftEnergy J ![f, 1 - f] (fun _ => 0)

/-- The translated spin densities add up to the density, and their product is the on-top pair
density, as long as `4 * P ≤ ρ ^ 2`. -/
theorem translated_sum_and_product {ρ P : ℝ} (h : 4 * P ≤ ρ ^ 2) :
    majorDensity ρ P + minorDensity ρ P = ρ ∧ majorDensity ρ P * minorDensity ρ P = P := by
  have hs := Real.sq_sqrt (sub_nonneg.2 h)
  unfold majorDensity minorDensity
  constructor
  · ring
  · linear_combination (-1 / 4) * hs

/-- At zero on-top density the translated spin densities are fully polarised. -/
theorem fully_polarised {ρ : ℝ} (h : 0 ≤ ρ) :
    majorDensity ρ 0 = ρ ∧ minorDensity ρ 0 = 0 := by
  unfold majorDensity minorDensity
  rw [mul_zero, sub_zero, Real.sqrt_sq h]
  constructor <;> ring

/-- At zero on-top density each site contributes `ρ ^ 2 - ρ ^ (4/3)` to the energy, in units
of `J`. -/
theorem energy_zero_onTop {ι : Type*} [Fintype ι] (J : ℝ) (ρ : ι → ℝ) (hρ : ∀ i, 0 ≤ ρ i) :
    pdftEnergy J ρ (fun _ => 0) = J * ∑ i, (ρ i ^ 2 - ρ i ^ (4 / 3 : ℝ)) := by
  simp only [pdftEnergy]
  congr 1
  refine Finset.sum_congr rfl fun i _ => ?_
  rw [(fully_polarised (hρ i)).1, (fully_polarised (hρ i)).2,
    Real.zero_rpow (by norm_num), sub_zero]

/-- On a fractionally occupied site local exchange outweighs the Hartree term. -/
theorem hartree_lt_exchange {x : ℝ} (h0 : 0 < x) (h1 : x < 1) :
    x ^ 2 < x ^ (4 / 3 : ℝ) := by
  have h := Real.rpow_lt_rpow_of_exponent_gt h0 h1 (show (4 / 3 : ℝ) < 2 by norm_num)
  rwa [Real.rpow_two] at h

/-- One electron sitting entirely on one site has zero energy at zero on-top density. -/
theorem localised_energy {ι : Type*} [Fintype ι] (J : ℝ) (ρ : ι → ℝ)
    (hρ : ∀ i, 0 ≤ ρ i) (hsum : ∑ i, ρ i = 1) {k : ι} (hk : ρ k = 1) :
    pdftEnergy J ρ (fun _ => 0) = 0 := by
  classical
  rw [energy_zero_onTop J ρ hρ]
  have hrest := Finset.add_sum_erase Finset.univ ρ (Finset.mem_univ k)
  have hterm : ∀ j ∈ Finset.univ, ρ j ^ 2 - ρ j ^ (4 / 3 : ℝ) = 0 := by
    intro j _
    by_cases hj : j = k
    · rw [hj, hk, Real.one_rpow]
      norm_num
    · -- the other sites are empty
      have hle := Finset.single_le_sum (f := ρ) (fun i _ => hρ i)
        (Finset.mem_erase.2 ⟨hj, Finset.mem_univ j⟩)
      have hz : ρ j = 0 := le_antisymm (by linarith) (hρ j)
      rw [hz, Real.zero_rpow (by norm_num)]
      norm_num
  rw [Finset.sum_eq_zero hterm, mul_zero]

/-- For one electron on any finite set of distant sites, the energy at zero on-top density is
negative exactly when no single site holds the whole electron. -/
theorem delocalisation_error_iff {ι : Type*} [Fintype ι] {J : ℝ} (hJ : 0 < J) (ρ : ι → ℝ)
    (hρ : ∀ i, 0 ≤ ρ i) (hsum : ∑ i, ρ i = 1) :
    pdftEnergy J ρ (fun _ => 0) < 0 ↔ ∀ i, ρ i ≠ 1 := by
  constructor
  · intro hneg k hk
    rw [localised_energy J ρ hρ hsum hk] at hneg
    exact lt_irrefl _ hneg
  · intro hne
    have hlt : ∀ i, ρ i < 1 := by
      intro i
      have hle := Finset.single_le_sum (f := ρ) (fun j _ => hρ j) (Finset.mem_univ i)
      exact lt_of_le_of_ne (by linarith) (hne i)
    -- some site carries a fraction of the electron
    have hpos : ∃ i, 0 < ρ i := by
      by_contra hcon
      have hle : ∑ i, ρ i ≤ 0 :=
        Finset.sum_nonpos fun i _ => not_lt.1 fun hi => hcon ⟨i, hi⟩
      linarith
    obtain ⟨k, hk⟩ := hpos
    have hs : ∑ i, (ρ i ^ 2 - ρ i ^ (4 / 3 : ℝ)) < ∑ _i : ι, (0 : ℝ) := by
      refine Finset.sum_lt_sum (fun i _ => ?_)
        ⟨k, Finset.mem_univ k, sub_neg.2 (hartree_lt_exchange hk (hlt k))⟩
      rcases (hρ i).eq_or_lt with hi | hi
      · rw [← hi, Real.zero_rpow (by norm_num)]
        norm_num
      · exact (sub_neg.2 (hartree_lt_exchange hi (hlt i))).le
    rw [Finset.sum_const_zero] at hs
    rw [energy_zero_onTop J ρ hρ]
    exact mul_neg_of_pos_of_neg hJ hs

/-- The two-site energy as an explicit function of the fraction `f` on the first site. -/
theorem twoSiteEnergy_eq (J : ℝ) {f : ℝ} (h0 : 0 ≤ f) (h1 : f ≤ 1) :
    twoSiteEnergy J f =
      J * (f ^ 2 + (1 - f) ^ 2 - f ^ (4 / 3 : ℝ) - (1 - f) ^ (4 / 3 : ℝ)) := by
  have hρ : ∀ i, 0 ≤ (![f, 1 - f] : Fin 2 → ℝ) i := by
    rw [Fin.forall_fin_two]
    exact ⟨h0, sub_nonneg.2 h1⟩
  rw [twoSiteEnergy, energy_zero_onTop J _ hρ, Fin.sum_univ_two]
  simp only [Matrix.cons_val_zero, Matrix.cons_val_one]
  ring

/-- The two-site energy vanishes when the electron is on either site and is negative for every
fractional split, although the on-top density is zero throughout. -/
theorem two_site_delocalisation_error {J : ℝ} (hJ : 0 < J) :
    twoSiteEnergy J 0 = 0 ∧ twoSiteEnergy J 1 = 0 ∧
      ∀ f, 0 < f → f < 1 → twoSiteEnergy J f < 0 := by
  refine ⟨?_, ?_, fun f h0 h1 => ?_⟩
  · rw [twoSiteEnergy_eq J le_rfl zero_le_one]
    norm_num [Real.zero_rpow]
  · rw [twoSiteEnergy_eq J zero_le_one le_rfl]
    norm_num [Real.zero_rpow]
  · rw [twoSiteEnergy_eq J h0.le h1.le]
    have ha := hartree_lt_exchange h0 h1
    have hb := hartree_lt_exchange (sub_pos.2 h1) (sub_lt_self 1 h0)
    exact mul_neg_of_pos_of_neg hJ (by linarith)

/-- The energy at zero on-top density of one electron spread evenly over `n + 1` sites. -/
theorem even_split_energy (J : ℝ) (n : ℕ) :
    pdftEnergy J (fun _ : Fin (n + 1) => 1 / ((n : ℝ) + 1)) (fun _ => 0) =
      J * (1 / ((n : ℝ) + 1) - (1 / ((n : ℝ) + 1)) ^ (1 / 3 : ℝ)) := by
  have key : ∀ x : ℝ, 0 < x → ((n : ℝ) + 1) * x = 1 →
      pdftEnergy J (fun _ : Fin (n + 1) => x) (fun _ => 0) = J * (x - x ^ (1 / 3 : ℝ)) := by
    intro x hx hn
    have hpow : x ^ (4 / 3 : ℝ) = x * x ^ (1 / 3 : ℝ) := by
      rw [show (4 / 3 : ℝ) = 1 + 1 / 3 by norm_num, Real.rpow_add hx, Real.rpow_one]
    rw [energy_zero_onTop J _ (fun _ => hx.le)]
    simp only [Finset.sum_const, Finset.card_univ, Fintype.card_fin, nsmul_eq_mul,
      Nat.cast_add, Nat.cast_one]
    rw [hpow]
    linear_combination J * (x - x ^ (1 / 3 : ℝ)) * hn
  have hn : (n : ℝ) + 1 ≠ 0 := by positivity
  exact key _ (by positivity) (mul_one_div_cancel hn)

end

end PairDensityDelocalisation
```

```lean
#print axioms PairDensityDelocalisation.translated_sum_and_product
#print axioms PairDensityDelocalisation.delocalisation_error_iff
#print axioms PairDensityDelocalisation.two_site_delocalisation_error
#print axioms PairDensityDelocalisation.even_split_energy
```

```
'PairDensityDelocalisation.translated_sum_and_product' depends on axioms: [propext, Classical.choice, Quot.sound]
'PairDensityDelocalisation.delocalisation_error_iff' depends on axioms: [propext, Classical.choice, Quot.sound]
'PairDensityDelocalisation.two_site_delocalisation_error' depends on axioms: [propext, Classical.choice, Quot.sound]
'PairDensityDelocalisation.even_split_energy' depends on axioms: [propext, Classical.choice, Quot.sound]
```

## How the proof follows the derivation

**Translation.** In `translated_sum_and_product`, the sum is settled by `ring`. The product needs the fact that the square root squares to \(\rho^2 - 4P\), which is `hs` and uses the hypothesis \(4P \le \rho^2\). The `linear_combination` step inserts it with the factor \(-1/4\) that appears when the product is expanded. The lemma `fully_polarised` replaces \(\sqrt{\rho^2}\) by \(\rho\), using \(\rho \ge 0\).

**Reduction to one power per site.** The lemma `energy_zero_onTop` applies full polarisation under the sum, site by site. The smaller spin density contributes \(0^{4/3} = 0\) and drops out. All later results about the energy use this reduced form, directly or through another lemma.

**The inequality on one site.** The lemma `hartree_lt_exchange` uses the library result that, for a base strictly between 0 and 1, a larger exponent gives a smaller power. Here the exponents are \(4/3\) and \(2\). This is the same comparison as the factorisation \(x^2 = x^{4/3}x^{2/3}\).

**The localised electron.** In `localised_energy`, `hrest` splits the total occupation into that of site `k` and that of all the others. As the total and `ρ k` are both 1, the others add up to zero. Each of them is at most their sum, by `Finset.single_le_sum`, and is non-negative, so it is zero. The proof then checks that every term of the energy vanishes.

**The equivalence.** The forward direction of `delocalisation_error_iff` assumes a negative energy and a site with occupation 1. The previous lemma turns the energy into zero, which contradicts the assumption. The backward direction first derives `hlt`, that every occupation is below 1, and `hpos`, that some occupation is positive. Then `Finset.sum_lt_sum` compares the energy sum with a sum of zeros: it asks for "at most zero" on every site and "strictly below zero" on one. Empty and fractionally occupied sites are treated separately for the first requirement, and the site from `hpos` meets the second.

**Two sites and the even split.** The proof of `twoSiteEnergy_eq` checks that both occupations are non-negative and expands the sum over two sites. The strict inequality in `two_site_delocalisation_error` then applies `hartree_lt_exchange` once to \(f\) and once to \(1-f\), without going through the general equivalence. In `even_split_energy`, the intermediate claim `key` treats any positive \(x\) with \((n+1)x = 1\). It splits \(x^{4/3}\) into \(x \cdot x^{1/3}\) and uses that relation once, exactly as in the derivation above, before \(x = 1/(n+1)\) is put in.
